# For finitely many fixed molecular energies, the polariton linewidth tends to the mean of the cavity and molecular widths as the coupling grows

In a simple model of a molecular polariton, the linewidth can be estimated without averaging over the disordered molecular energies: it is close to (κ + γ)/2 when the collective coupling G is much larger than the widths, the cavity detuning and the full range of the molecular energies, from the lowest to the highest. Here κ is the cavity linewidth, set by photon loss, and γ is the homogeneous linewidth shared by all molecules. The estimate becomes exact in the limit of large collective coupling G, provided that the molecular energies are finite in number and that they, the cavity frequency and both widths stay fixed. The model behind it is one cavity mode coupled to non-interacting molecules, each with a single transition, under weak excitation and without counter-rotating terms. The molecular energies are transition energies, expressed as frequencies (ħ = 1). Frequencies are measured from a fixed reference, so they may be negative.

## The self-energy and the linewidth

```lean
import Mathlib

open Filter Topology

namespace PolaritonLinewidth

noncomputable section

variable {ι α : Type*} [Fintype ι] {l : Filter α}
```

The type `ι` labels the molecules, and `Fintype ι` says that there are finitely many. The type `α` labels the points of a path through parameter space, for instance the values of G, and the filter `l` says in which direction the path is followed. `Tendsto f l (𝓝 L)` reads "f tends to L along l", and `atTop` means "growing without bound".

```lean
/-- Self-energy of a cavity photon of frequency `w` coupled with collective strength `G` to
molecules of energies `e j`, weights `p j` and common width `γ`. -/
def selfEnergy (p e : ι → ℝ) (γ G w : ℝ) : ℂ :=
  ((G ^ 2 : ℝ) : ℂ) *
    ∑ j, (p j : ℂ) / (((w - e j : ℝ) : ℂ) + ((γ / 2 : ℝ) : ℂ) * Complex.I)
```

Molecule j has energy e_j and weight p_j, its share of the squared collective coupling. At frequency w the self-energy is

S_G(w) = G² Σ_j p_j / (w − e_j + iγ/2).

The annotations `: ℂ` in the code only turn real numbers into complex ones.

```lean
/-- Linewidth at frequency `w`: the cavity width `κ` plus the molecular absorption, divided by
one minus the slope of the real part of the self-energy. -/
def linewidth (p e : ι → ℝ) (κ γ G w : ℝ) : ℝ :=
  (κ - 2 * (selfEnergy p e γ G w).im) /
    (1 - deriv (fun v => (selfEnergy p e γ G v).re) w)
```

This is the definition

linewidth = (κ − 2 Im S_G(w)) / (1 − d Re S_G/dw).

It comes from the photon response 1/(w − w_c + iκ/2 − S_G(w)), with w_c the cavity frequency. Near a resonance, expand the real part of the denominator to first order in frequency and hold the imaginary part constant. The squared modulus of the response is then a Lorentzian, and where the formula is positive it gives the full width at half maximum. The Lean code takes the formula as its definition of linewidth and does not derive it from the spectrum.

## Dispersion, absorption and slope

```lean
/-- The real part of the self-energy is a weighted sum of dispersive line shapes. -/
theorem selfEnergy_re (p e : ι → ℝ) (γ G w : ℝ) :
    (selfEnergy p e γ G w).re =
      G ^ 2 * ∑ j, p j * ((w - e j) / ((w - e j) ^ 2 + (γ / 2) ^ 2)) := by
  rw [selfEnergy, Complex.re_ofReal_mul, Complex.re_sum]
  congr 1
  refine Finset.sum_congr rfl fun j _ => ?_
  rw [Complex.div_re, Complex.normSq_add_mul_I]
  simp only [Complex.add_re, Complex.add_im, Complex.mul_re, Complex.mul_im,
    Complex.ofReal_re, Complex.ofReal_im, Complex.I_re, Complex.I_im]
  ring
```

Multiplying numerator and denominator by the complex conjugate gives

1/(x + iy) = (x − iy)/(x² + y²).

With x = w − e_j and y = γ/2, the real part is

Re S_G(w) = G² Σ_j p_j (w − e_j) / ((w − e_j)² + (γ/2)²).

The proof takes the real part term by term, and `ring` finishes the algebra.

```lean
/-- The imaginary part of the self-energy is minus a weighted sum of Lorentzians. -/
theorem selfEnergy_im (p e : ι → ℝ) (γ G w : ℝ) :
    (selfEnergy p e γ G w).im =
      -(G ^ 2 * ∑ j, p j * ((γ / 2) / ((w - e j) ^ 2 + (γ / 2) ^ 2))) := by
  rw [selfEnergy, Complex.im_ofReal_mul, Complex.im_sum, ← mul_neg, ← Finset.sum_neg_distrib]
  congr 1
  refine Finset.sum_congr rfl fun j _ => ?_
  rw [Complex.div_im, Complex.normSq_add_mul_I]
  simp only [Complex.add_re, Complex.add_im, Complex.mul_re, Complex.mul_im,
    Complex.ofReal_re, Complex.ofReal_im, Complex.I_re, Complex.I_im]
  ring
```

The same identity gives the absorptive part,

Im S_G(w) = −G² Σ_j p_j (γ/2) / ((w − e_j)² + (γ/2)²).

Its minus sign makes −2 Im S_G add to κ in the linewidth when the weights are non-negative.

```lean
/-- The slope of the real part of the self-energy, for molecules of nonzero width. -/
theorem selfEnergy_hasDerivAt (p e : ι → ℝ) {γ : ℝ} (hγ : 0 < γ) (G w : ℝ) :
    HasDerivAt (fun v => (selfEnergy p e γ G v).re)
      (G ^ 2 * ∑ j, p j *
        (((γ / 2) ^ 2 - (w - e j) ^ 2) / ((w - e j) ^ 2 + (γ / 2) ^ 2) ^ 2)) w := by
  simp only [selfEnergy_re]
  refine HasDerivAt.const_mul (G ^ 2) (HasDerivAt.fun_sum fun j _ => ?_)
  have h1 : HasDerivAt (fun v : ℝ => v - e j) 1 w := (hasDerivAt_id' w).sub_const (e j)
  have h2 : HasDerivAt (fun v : ℝ => (v - e j) ^ 2 + (γ / 2) ^ 2) (2 * (w - e j)) w :=
    ((h1.fun_pow 2).add_const ((γ / 2) ^ 2)).congr_deriv (by norm_num)
  have hD : (w - e j) ^ 2 + (γ / 2) ^ 2 ≠ 0 := by positivity
  exact ((h1.fun_div h2 hD).const_mul (p j)).congr_deriv (by ring)
```

Differentiating x/(x² + y²) by the quotient rule gives

(x² + y² − 2x²)/(x² + y²)² = (y² − x²)/(x² + y²)².

`HasDerivAt` states that the derivative exists and has the stated value. The hypothesis `hγ`, γ > 0, keeps every denominator positive, which `positivity` checks. Hence `deriv` in the linewidth is a true slope, not the default value 0 that Lean assigns where no derivative exists.

## Far from all the molecules

```lean
/-- If the magnitude of a frequency grows without bound, its inverse tends to zero. -/
theorem inv_frequency_tendsto {w : α → ℝ} (hw : Tendsto (fun a => |w a|) l atTop) :
    Tendsto (fun a => (w a)⁻¹) l (𝓝 0) := by
  rw [tendsto_zero_iff_abs_tendsto_zero]
  refine (tendsto_inv_atTop_zero.comp hw).congr fun a => ?_
  simp only [Function.comp_apply, abs_inv]
```

If |w| → ∞, then 1/w → 0. Because the hypothesis concerns the magnitude, it covers both the upper branch, w → +∞, and the lower one, w → −∞.

```lean
/-- As `|w|` grows without bound, a weighted molecular average multiplied by the common factor `s w`
tends to the shared limit `L` of its rescaled terms, if each rescaled term is a function of the
inverse frequency continuous at zero. -/
theorem average_tendsto {p : ι → ℝ} (hp : ∑ j, p j = 1) {w : α → ℝ}
    (hw : Tendsto (fun a => |w a|) l atTop) (s : ℝ → ℝ) (f F : ι → ℝ → ℝ) (L : ℝ)
    (hF : ∀ j, ContinuousAt (F j) 0) (h0 : ∀ j, F j 0 = L)
    (hf : ∀ j x, x ≠ 0 → s x * f j x = F j x⁻¹) :
    Tendsto (fun a => s (w a) * ∑ j, p j * f j (w a)) l (𝓝 L) := by
  have hne : ∀ᶠ a in l, w a ≠ 0 := (hw.eventually_gt_atTop 0).mono fun a h => abs_pos.1 h
  have h1 : ∀ j, Tendsto (fun a => F j (w a)⁻¹) l (𝓝 L) := fun j => by
    rw [← h0 j]
    exact (hF j).tendsto.comp (inv_frequency_tendsto hw)
  have h2 := tendsto_finsetSum Finset.univ (fun j _ => (h1 j).const_mul (p j))
  have hL : ∑ j, p j * L = L := by rw [← Finset.sum_mul, hp, one_mul]
  rw [hL] at h2
  refine h2.congr' (hne.mono fun a ha => ?_)
  show ∑ j, p j * F j (w a)⁻¹ = s (w a) * ∑ j, p j * f j (w a)
  rw [Finset.mul_sum]
  refine Finset.sum_congr rfl fun j _ => ?_
  rw [← hf j _ ha]
  ring
```

Suppose that each molecular term f_j(w), multiplied by a common factor s(w), equals a function F_j(1/w), where F_j is continuous at 0 and F_j(0) = L for every j. Then

s(w) Σ_j p_j f_j(w) = Σ_j p_j F_j(1/w) → Σ_j p_j L = L.

Here the disorder disappears: all the terms share one limit, and the weights sum to 1 by `hp`. Since the sum is finite, the limit may be taken term by term. Non-negative weights are not needed, so the theorems don't assume them.

```lean
/-- Linewidth far from all molecular energies: if `|w|` grows without bound while `(G / w) ^ 2`
tends to `r`, the linewidth tends to `(κ + r γ) / (1 + r)`, whatever the molecular energies. -/
theorem linewidth_tendsto {p : ι → ℝ} (hp : ∑ j, p j = 1) (e : ι → ℝ) (κ : ℝ) {γ r : ℝ}
    (hγ : 0 < γ) (hr0 : 0 ≤ r) {G w : α → ℝ} (hw : Tendsto (fun a => |w a|) l atTop)
    (hr : Tendsto (fun a => (G a / w a) ^ 2) l (𝓝 r)) :
    Tendsto (fun a => linewidth p e κ γ (G a) (w a)) l (𝓝 ((κ + r * γ) / (1 + r))) := by
  have hne : ∀ᶠ a in l, w a ≠ 0 := (hw.eventually_gt_atTop 0).mono fun a h => abs_pos.1 h
  have hE : ∀ j x, x ≠ 0 → (1 - e j * x⁻¹) ^ 2 + (γ / 2 * x⁻¹) ^ 2
      = ((x - e j) ^ 2 + (γ / 2) ^ 2) / x ^ 2 := fun j x hx => by
    field_simp
  -- absorption, rescaled by the squared frequency
  have hB := average_tendsto hp hw (fun x => x ^ 2)
    (fun j x => (γ / 2) / ((x - e j) ^ 2 + (γ / 2) ^ 2))
    (fun j t => (γ / 2) / ((1 - e j * t) ^ 2 + (γ / 2 * t) ^ 2)) (γ / 2)
    (fun j => by fun_prop (disch := norm_num)) (fun j => by norm_num)
    (fun j x hx => by
      have hD : (x - e j) ^ 2 + (γ / 2) ^ 2 ≠ 0 := by positivity
      simp only [hE j x hx]
      generalize (x - e j) ^ 2 + (γ / 2) ^ 2 = D at hD
      field_simp)
  -- slope of the dispersion, rescaled in the same way
  have hC := average_tendsto hp hw (fun x => x ^ 2)
    (fun j x => ((γ / 2) ^ 2 - (x - e j) ^ 2) / ((x - e j) ^ 2 + (γ / 2) ^ 2) ^ 2)
    (fun j t => ((γ / 2 * t) ^ 2 - (1 - e j * t) ^ 2) /
      ((1 - e j * t) ^ 2 + (γ / 2 * t) ^ 2) ^ 2) (-1)
    (fun j => by fun_prop (disch := norm_num)) (fun j => by norm_num)
    (fun j x hx => by
      have hD : (x - e j) ^ 2 + (γ / 2) ^ 2 ≠ 0 := by positivity
      have hN : (γ / 2 * x⁻¹) ^ 2 - (1 - e j * x⁻¹) ^ 2
          = ((γ / 2) ^ 2 - (x - e j) ^ 2) / x ^ 2 := by field_simp
      simp only [hE j x hx, hN]
      generalize (x - e j) ^ 2 + (γ / 2) ^ 2 = D at hD
      generalize (γ / 2) ^ 2 - (x - e j) ^ 2 = N
      field_simp)
  have hden : 1 - r * (-1) ≠ 0 := by linarith
  have h := (((hr.mul hB).const_mul 2).const_add κ).div ((hr.mul hC).const_sub 1) hden
  have hl : (κ + 2 * (r * (γ / 2))) / (1 - r * (-1)) = (κ + r * γ) / (1 + r) := by
    congr 1 <;> ring
  rw [hl] at h
  refine h.congr' (hne.mono fun a ha => ?_)
  have hG : ∀ S : ℝ, (G a / w a) ^ 2 * ((w a) ^ 2 * S) = G a ^ 2 * S := fun S => by
    field_simp
  simp only [Pi.div_apply, hG, linewidth, selfEnergy_im,
    (selfEnergy_hasDerivAt p e hγ (G a) (w a)).deriv]
  ring
```

Let |w| → ∞ and (G/w)² → r ≥ 0. The claim is

linewidth → (κ + rγ)/(1 + r).

By hand, put t = 1/w and divide out powers of w. The absorption becomes

w² (γ/2)/((w − e_j)² + (γ/2)²) = (γ/2)/((1 − e_j t)² + (γt/2)²) → γ/2,

and the slope becomes

w² ((γ/2)² − (w − e_j)²)/((w − e_j)² + (γ/2)²)² = ((γt/2)² − (1 − e_j t)²)/((1 − e_j t)² + (γt/2)²)² → −1.

Averaging over molecules leaves both limits unchanged. Multiplying by (G/w)² gives

−2 Im S_G(w) → rγ and d Re S_G/dw → −r.

The numerator of the linewidth therefore tends to κ + rγ and the denominator to 1 + r, which is nonzero because r ≥ 0.

In the proof, `hB` and `hC` are the two averaged limits. `fun_prop` proves continuity at t = 0, and `field_simp` clears the fractions. The step `generalize` replaces a long denominator by one letter before the algebra. The final quotient is compared with the linewidth only where w ≠ 0, which holds eventually along the path.

## The two branches at w = ±G

```lean
/-- As the collective coupling `G` grows, the linewidths at `w = G` and at `w = -G` both tend to
the mean of the cavity and molecular widths, whatever the fixed molecular energies. -/
theorem strong_coupling_linewidth {p : ι → ℝ} (hp : ∑ j, p j = 1) (e : ι → ℝ) (κ : ℝ) {γ : ℝ}
    (hγ : 0 < γ) :
    Tendsto (fun G => linewidth p e κ γ G G) atTop (𝓝 ((κ + γ) / 2)) ∧
      Tendsto (fun G => linewidth p e κ γ G (-G)) atTop (𝓝 ((κ + γ) / 2)) := by
  have hlim : (κ + γ) / 2 = (κ + 1 * γ) / (1 + 1) := by norm_num
  rw [hlim]
  constructor
  · refine linewidth_tendsto hp e κ hγ zero_le_one (G := fun G => G) (w := fun G => G)
      tendsto_abs_atTop_atTop ?_
    refine tendsto_const_nhds.congr' ((eventually_ne_atTop (0 : ℝ)).mono fun G hG => ?_)
    show (1 : ℝ) = (G / G) ^ 2
    rw [div_self hG, one_pow]
  · refine linewidth_tendsto hp e κ hγ zero_le_one (G := fun G => G) (w := fun G => -G) ?_ ?_
    · simp only [abs_neg]
      exact tendsto_abs_atTop_atTop
    · refine tendsto_const_nhds.congr' ((eventually_ne_atTop (0 : ℝ)).mono fun G hG => ?_)
      show (1 : ℝ) = (G / -G) ^ 2
      rw [div_neg, div_self hG]
      norm_num
```

At both frequencies (G/w)² = 1 as soon as G ≠ 0. Setting r = 1 gives

linewidth → (κ + γ)/2

at w = G and at w = −G. The symbol `∧` joins the two statements. No sign condition on κ is needed, although a physical cavity has κ > 0. The theorem gives a limit and no error bound at finite G. In an application, the reference should lie near the cavity and molecular energies, and G should be large compared with the widths and with the distances of those energies from the reference, yet small enough for the rotating-wave model to remain valid.

The finite set of energies matters because it keeps them within a bounded range. The disorder could also be modelled by a continuous density, with an integral in place of the sum. A density confined to a bounded interval gives the same limit, but one with heavy tails need not. For a Lorentzian density of full width Γ centred at e₀, the integral gives

S_G(w) = G²/(w − e₀ + i(γ + Γ)/2),

and the limit becomes (κ + γ + Γ)/2. The heavy tails of that distribution leave their width in the answer.

## At the solutions of the resonance equation

```lean
/-- Along solutions `w` of the resonance equation `w - wc = Re S_G(w)` with `|w|` growing without
bound, the linewidth tends to the mean of the cavity and molecular widths. -/
theorem exact_polariton_linewidth {p : ι → ℝ} (hp : ∑ j, p j = 1) (e : ι → ℝ) (κ wc : ℝ)
    {γ : ℝ} (hγ : 0 < γ) {G w : α → ℝ} (hw : Tendsto (fun a => |w a|) l atTop)
    (hres : ∀ a, w a - wc = (selfEnergy p e γ (G a) (w a)).re) :
    Tendsto (fun a => linewidth p e κ γ (G a) (w a)) l (𝓝 ((κ + γ) / 2)) := by
  have hne : ∀ᶠ a in l, w a ≠ 0 := (hw.eventually_gt_atTop 0).mono fun a h => abs_pos.1 h
  have hA := average_tendsto hp hw (fun x => x)
    (fun j x => (x - e j) / ((x - e j) ^ 2 + (γ / 2) ^ 2))
    (fun j t => (1 - e j * t) / ((1 - e j * t) ^ 2 + (γ / 2 * t) ^ 2)) 1
    (fun j => by fun_prop (disch := norm_num)) (fun j => by norm_num)
    (fun j x hx => by
      have hD : (x - e j) ^ 2 + (γ / 2) ^ 2 ≠ 0 := by positivity
      have hE : (1 - e j * x⁻¹) ^ 2 + (γ / 2 * x⁻¹) ^ 2
          = ((x - e j) ^ 2 + (γ / 2) ^ 2) / x ^ 2 := by field_simp
      have hN : 1 - e j * x⁻¹ = (x - e j) / x := by field_simp
      simp only [hE]
      rw [hN]
      generalize (x - e j) ^ 2 + (γ / 2) ^ 2 = D at hD
      field_simp)
  -- the resonance equation fixes the ratio of coupling to frequency
  have key : ∀ R x g : ℝ, x ≠ 0 → x * R ≠ 0 → x - wc = g ^ 2 * R →
      (1 - wc * x⁻¹) / (x * R) = (g / x) ^ 2 := fun R x g hx hR h => by
    have h1 : 1 - wc * x⁻¹ = (x - wc) / x := by field_simp
    rw [div_eq_iff hR, h1, h]
    field_simp
  have h := (((inv_frequency_tendsto hw).const_mul wc).const_sub 1).div hA one_ne_zero
  have hone : (1 - wc * 0) / 1 = (1 : ℝ) := by norm_num
  rw [hone] at h
  have hr : Tendsto (fun a => (G a / w a) ^ 2) l (𝓝 1) := by
    refine h.congr' ?_
    filter_upwards [hne, hA.eventually_ne one_ne_zero] with a ha hR
    exact key _ _ _ ha hR ((hres a).trans (selfEnergy_re p e γ (G a) (w a)))
  have hlim : (κ + γ) / 2 = (κ + 1 * γ) / (1 + 1) := by norm_num
  rw [hlim]
  exact linewidth_tendsto hp e κ hγ zero_le_one hw hr
```

The frequencies ±G are only the leading-order positions of the polaritons. The linewidth formula came from an expansion about a resonance, taken here as a frequency where the real part of the response's denominator vanishes:

w − w_c = Re S_G(w),

which is `hres`, with w_c written `wc`. Write R = Σ_j p_j (w − e_j)/((w − e_j)² + (γ/2)²), so that Re S_G(w) = G²R. The rescaling used above gives

wR = Σ_j p_j (1 − e_j t)/((1 − e_j t)² + (γt/2)²) → 1.

This is `hA`. Dividing the resonance equation by w gives

1 − w_c/w = (G/w)² (wR),

and therefore

(G/w)² = (1 − w_c/w)/(wR) → 1.

The step `key` contains this algebra. The previous limit with r = 1 then yields (κ + γ)/2 for any fixed w_c, and so for any fixed cavity detuning.

The growth of |w| is assumed in `hw`; it does not follow from G → ∞. Take one molecule at the cavity frequency, e₁ = w_c, and stay at w = w_c. Both sides of the resonance equation vanish for every G, but

linewidth = (κ + 4G²/γ)/(1 − 4G²/γ²) → −γ.

This central root is not a polariton branch, and the negative value shows that the linewidth formula has lost its meaning as a width there.

```lean
/-- For one molecule at the cavity energy `ε`, every frequency `w` solves the resonance equation
at the coupling `G = √((w - ε)² + (γ/2)²)`. -/
theorem exact_polariton_witness (ε w : ℝ) {γ : ℝ} (hγ : 0 < γ) :
    w - ε = (selfEnergy (fun _ : Unit => 1) (fun _ => ε) γ
      (Real.sqrt ((w - ε) ^ 2 + (γ / 2) ^ 2)) w).re := by
  have hD : 0 < (w - ε) ^ 2 + (γ / 2) ^ 2 := by positivity
  rw [selfEnergy_re, Real.sq_sqrt hD.le, Fintype.sum_unique, one_mul,
    mul_div_cancel₀ _ hD.ne']

end

end PolaritonLinewidth
```

For one molecule of weight 1 at the cavity energy ε, the resonance equation reads

w − ε = G² (w − ε)/((w − ε)² + (γ/2)²).

Choosing G² = (w − ε)² + (γ/2)² makes it true for every w. The one-element type `Unit` labels the single molecule, and the proof cancels the positive denominator. Letting w run to +∞ or −∞ gives explicit paths to which the preceding theorem applies, one for each polariton branch.

```lean
#print axioms PolaritonLinewidth.strong_coupling_linewidth
#print axioms PolaritonLinewidth.exact_polariton_linewidth
```

```
'PolaritonLinewidth.strong_coupling_linewidth' depends on axioms: [propext, Classical.choice, Quot.sound]
'PolaritonLinewidth.exact_polariton_linewidth' depends on axioms: [propext, Classical.choice, Quot.sound]
```
